# SP2 purification with 0 < N < n never stops using either polynomial if all occupations start strictly between 0 and 1

An insulator at zero temperature has its lowest $N$ orbitals filled and the rest empty. Density-matrix purification finds this state without diagonalising the Hamiltonian $H$. One variant is SP2, the second-order spectral projection method. In an orthonormal basis, and with numbers $\varepsilon_{\min}$ and $\varepsilon_{\max}$ strictly below and above the spectrum, the SP2 iteration studied here starts from

$$X_0=\frac{\varepsilon_{\max}I-H}{\varepsilon_{\max}-\varepsilon_{\min}},$$

whose eigenvalues are fractional occupations, with the low-lying orbitals nearest to 1.

An SP2 step computes the trace of the current matrix $X$ and one matrix product, $X^2$. If the trace is at least $N$, the new matrix is $X^2$, which lowers every fractional occupation. Otherwise it is $2X-X^2$, which raises every fractional occupation. In a closed-shell calculation $N$ is the number of doubly occupied orbitals. The two possible new traces, of $X^2$ and of $2X-X^2$, lie equally far below and above the current one. The rule therefore picks the polynomial whose new trace is closer to $N$; if the current trace equals $N$, both are equally close.

Can the iteration settle, after some step, on one of the two polynomials for good?

## Levels, occupations and the two kinds of step

Both polynomials leave the eigenvectors of $X$ unchanged and act on each eigenvalue separately, and the trace is the sum of the eigenvalues. This passage from matrices to eigenvalues is standard linear algebra and is made here in words; the Lean code begins with the occupations. It has no rounding and no truncation of small matrix elements.

The levels form a finite type `ι` with $n$ elements, written `Fintype.card ι`. The initial occupations are a function `x : ι → ℝ`, and the target `N` is a real number, not necessarily an integer.

```lean
import Mathlib

open Finset

namespace SP2TraceRule

noncomputable section

variable {ι : Type*} [Fintype ι] {N : ℝ} {x : ι → ℝ}
```

The update fixes the convention for a tie: a sum exactly equal to $N$ leads to squaring.

```lean
/-- One SP2 step with target `N`: all occupations are squared if their sum is at least `N`,
and otherwise each occupation `x` is replaced by `2x - x²`. -/
def sp2Step (N : ℝ) (x : ι → ℝ) : ι → ℝ :=
  fun i => if N ≤ ∑ j, x j then x i ^ 2 else 2 * x i - x i ^ 2
```

Write $x_i^{(k)}$ for the occupation of level $i$ after $k$ steps, in Lean `sp2 N x k i`, and $S_k=\sum_i x_i^{(k)}$ for the trace. Step $k$ leads from $x^{(k)}$ to $x^{(k+1)}$, so the first step has number 0.

```lean
/-- The occupations after a given number of SP2 steps, starting from `x`. -/
def sp2 (N : ℝ) (x : ι → ℝ) : ℕ → ι → ℝ
  | 0 => x
  | k + 1 => sp2Step N (sp2 N x k)
```

The two kinds of step are defined by what happens to the occupations, not by which branch of the rule was taken. A squaring step squares all of them.

```lean
/-- Step `k` is a squaring step: it squares every occupation. -/
def IsSquaring (N : ℝ) (x : ι → ℝ) (k : ℕ) : Prop :=
  ∀ i, sp2 N x (k + 1) i = sp2 N x k i ^ 2
```

"Filling step" is a name chosen here for the application of $2x-x^2$ to all of them.

```lean
/-- Step `k` is a filling step: it applies `2x - x²` to every occupation. -/
def IsFilling (N : ℝ) (x : ι → ℝ) (k : ℕ) : Prop :=
  ∀ i, sp2 N x (k + 1) i = 2 * sp2 N x k i - sp2 N x k i ^ 2
```

From here on the initial occupations satisfy $0<x_i<1$, except in (d) and (e), which hold for any real values.

## (a) Occupations stay fractional

**Task.** Show that no occupation ever reaches an end of the interval:
$$0<x_i^{(k)}<1\quad\text{for all } i \text{ and } k.$$

**Solution.** Use induction on $k$. The case $k=0$ is the assumption. Let $0<x<1$. Then $x^2>0$, and $x-x^2=x(1-x)>0$ gives $x^2<x<1$. For the other polynomial, $2x-x^2=x+x(1-x)>0$ and $1-(2x-x^2)=(1-x)^2>0$.

In Lean, `hp`, `hq` and `hr` state that $x(1-x)$, $(1-x)^2$ and $x^2$ are positive. `split_ifs` separates the two branches of the rule, and `nlinarith` derives the four inequalities.

```lean
/-- Occupations that start strictly between 0 and 1 remain so at every step. -/
theorem occupation_mem (N : ℝ) (hx : ∀ i, 0 < x i ∧ x i < 1) (k : ℕ) :
    ∀ i, 0 < sp2 N x k i ∧ sp2 N x k i < 1 := by
  induction k with
  | zero => exact hx
  | succ k ih =>
    intro i
    obtain ⟨h0, h1⟩ := ih i
    have hp := mul_pos h0 (sub_pos.2 h1)
    have hq := pow_pos (sub_pos.2 h1) 2
    have hr := pow_pos h0 2
    simp only [sp2, sp2Step]
    split_ifs <;> constructor <;> nlinarith
```

## (b) Squaring steps are recognised by the trace

**Task.** For $n\ge1$, show that
$$\text{step } k \text{ is a squaring step}\iff N\le S_k.$$

**Solution.** If $N\le S_k$, the rule squares. If $S_k<N$, the rule applies $2x-x^2$. Were this also a squaring step, any level would satisfy $2x-x^2=x^2$, that is $2x(1-x)=0$, which (a) excludes.

The assumption `[Nonempty ι]` means $n\ge1$ and supplies the level used in this argument. With no levels, every step would be of both kinds vacuously.

```lean
/-- For at least one level and initial occupations strictly between 0 and 1, a step is a
squaring step exactly when the current sum of occupations is at least `N`. -/
theorem isSquaring_iff [Nonempty ι] (hx : ∀ i, 0 < x i ∧ x i < 1) (k : ℕ) :
    IsSquaring N x k ↔ N ≤ ∑ i, sp2 N x k i := by
  constructor
  · intro h
    by_contra hN
    -- the two polynomials agree only at occupations 0 and 1
    obtain ⟨i⟩ := ‹Nonempty ι›
    have hi := h i
    simp only [sp2, sp2Step, if_neg hN] at hi
    obtain ⟨h0, h1⟩ := occupation_mem N hx k i
    nlinarith [mul_pos h0 (sub_pos.2 h1)]
  · intro h i
    simp only [sp2, sp2Step, if_pos h]
```

## (c) Filling steps are recognised by the trace

**Task.** For $n\ge1$, show that
$$\text{step } k \text{ is a filling step}\iff S_k<N.$$

**Solution.** If $S_k<N$, the rule applies $2x-x^2$. If $N\le S_k$, it squares, and a step that was also filling would again need $2x(1-x)=0$. Together with (b), every step is of exactly one kind.

```lean
/-- For at least one level and initial occupations strictly between 0 and 1, a step is a
filling step exactly when the current sum of occupations is below `N`. -/
theorem isFilling_iff [Nonempty ι] (hx : ∀ i, 0 < x i ∧ x i < 1) (k : ℕ) :
    IsFilling N x k ↔ ∑ i, sp2 N x k i < N := by
  constructor
  · intro h
    by_contra hN
    obtain ⟨i⟩ := ‹Nonempty ι›
    have hi := h i
    simp only [sp2, sp2Step, if_pos (not_lt.1 hN)] at hi
    obtain ⟨h0, h1⟩ := occupation_mem N hx k i
    nlinarith [mul_pos h0 (sub_pos.2 h1)]
  · intro h i
    simp only [sp2, sp2Step, if_neg (not_le.2 h)]
```

## (d) A run of squarings

**Task.** Let steps $K,\dots,K+m-1$ all be squaring steps. Show that
$$x_i^{(K+m)}=\bigl(x_i^{(K)}\bigr)^{2^m}.$$

**Solution.** For $m=0$ both sides are $x_i^{(K)}$. One more squaring turns $x^{2^m}$ into $(x^{2^m})^2=x^{2^{m+1}}$.

The Lean proof is the same induction: `h1` is the last squaring and `ih` handles the steps before it.

```lean
/-- Over `m` consecutive squaring steps each occupation is raised to the power `2^m`. -/
theorem squaring_run {K m : ℕ} (h : ∀ j < m, IsSquaring N x (K + j)) (i : ι) :
    sp2 N x (K + m) i = sp2 N x K i ^ 2 ^ m := by
  induction m with
  | zero => simp
  | succ m ih =>
    have h1 : sp2 N x (K + m + 1) i = sp2 N x (K + m) i ^ 2 := h m (Nat.lt_succ_self m) i
    rw [← add_assoc, h1, ih (fun j hj => h j (by omega)), ← pow_mul, pow_succ (2 : ℕ) m]
```

## (e) A run of fillings

**Task.** Call $1-x$ the hole occupation of a level. Let steps $K,\dots,K+m-1$ all be filling steps. Show that
$$1-x_i^{(K+m)}=\bigl(1-x_i^{(K)}\bigr)^{2^m}.$$

**Solution.** Since $1-(2x-x^2)=(1-x)^2$, a filling step squares the hole occupation. The induction of (d) then applies to holes. In the code, the closing `ring` checks this identity.

```lean
/-- Over `m` consecutive filling steps each hole occupation `1 - x` is raised to the
power `2^m`. -/
theorem filling_run {K m : ℕ} (h : ∀ j < m, IsFilling N x (K + j)) (i : ι) :
    1 - sp2 N x (K + m) i = (1 - sp2 N x K i) ^ 2 ^ m := by
  induction m with
  | zero => simp
  | succ m ih =>
    have h1 : sp2 N x (K + m + 1) i = 2 * sp2 N x (K + m) i - sp2 N x (K + m) i ^ 2 :=
      h m (Nat.lt_succ_self m) i
    have h2 := ih (fun j hj => h j (by omega))
    rw [← add_assoc, h1, pow_succ (2 : ℕ) m, pow_mul, ← h2]
    ring
```

## (f) How long squaring can go on

**Task.** Let $n\ge1$, let $x_i^{(K)}\le b$ for all $i$, and let the $m+1$ steps $K,\dots,K+m$ all be squaring steps. Show that
$$N\le n\,b^{2^m}.$$

**Solution.** The last step squares, so $N\le S_{K+m}$ by (b). The $m$ steps before it give $x_i^{(K+m)}=(x_i^{(K)})^{2^m}\le b^{2^m}$ by (d), where positivity of the occupations allows the power to be taken on both sides. Summing over $n$ levels gives the claim.

For example, take $n=100$, $N=10$ and a largest occupation of $0.9$. Since $0.9^{32}\approx0.034$ is below $N/n=0.1$, the value $m=5$ is impossible, and at most five squarings can follow one another from that point.

The `calc` chain has the same three stages: the trace condition, the bound on each level, and the sum of a constant.

```lean
/-- For `n ≥ 1` levels with initial occupations strictly between 0 and 1, a run of `m + 1`
squaring steps that starts from occupations at most `b` requires `N ≤ n b^(2^m)`. -/
theorem squaring_run_bound [Nonempty ι] (hx : ∀ i, 0 < x i ∧ x i < 1) {K m : ℕ} {b : ℝ}
    (hb : ∀ i, sp2 N x K i ≤ b) (h : ∀ j ≤ m, IsSquaring N x (K + j)) :
    N ≤ Fintype.card ι * b ^ 2 ^ m := by
  calc N ≤ ∑ i, sp2 N x (K + m) i := (isSquaring_iff hx _).1 (h m le_rfl)
    _ ≤ ∑ _i : ι, b ^ 2 ^ m := Finset.sum_le_sum fun i _ => by
        rw [squaring_run (fun j hj => h j hj.le) i]
        exact pow_le_pow_left₀ (occupation_mem N hx K i).1.le (hb i) _
    _ = Fintype.card ι * b ^ 2 ^ m := by simp
```

## (g) How long filling can go on

**Task.** Let $n\ge1$, let $1-x_i^{(K)}\le b$ for all $i$, and let the $m+1$ steps $K,\dots,K+m$ all be filling steps. Show that
$$n-N<n\,b^{2^m}.$$

**Solution.** The last step fills, so $S_{K+m}<N$ by (c). The total hole occupation is therefore $n-S_{K+m}>n-N$. By (e) each hole occupation at that point is at most $b^{2^m}$, so their total is at most $n\,b^{2^m}$. The inequality is strict here and not in (f) because a tie leads to squaring.

In Lean, `h1` is the trace condition, `h2` bounds the total hole occupation, and `h3` and `h4` evaluate the two sums.

```lean
/-- For `n ≥ 1` levels with initial occupations strictly between 0 and 1, a run of `m + 1`
filling steps that starts from hole occupations at most `b` requires
`n - N < n b^(2^m)`. -/
theorem filling_run_bound [Nonempty ι] (hx : ∀ i, 0 < x i ∧ x i < 1) {K m : ℕ} {b : ℝ}
    (hb : ∀ i, 1 - sp2 N x K i ≤ b) (h : ∀ j ≤ m, IsFilling N x (K + j)) :
    Fintype.card ι - N < Fintype.card ι * b ^ 2 ^ m := by
  have h1 := (isFilling_iff hx _).1 (h m le_rfl)
  have h2 : ∑ i, (1 - sp2 N x (K + m) i) ≤ ∑ _i : ι, b ^ 2 ^ m :=
    Finset.sum_le_sum fun i _ => by
      rw [filling_run (fun j hj => h j hj.le) i]
      exact pow_le_pow_left₀ (sub_pos.2 (occupation_mem N hx K i).2).le (hb i) _
  have h3 : ∑ i, (1 - sp2 N x (K + m) i) = Fintype.card ι - ∑ i, sp2 N x (K + m) i := by
    simp [Finset.sum_sub_distrib]
  have h4 : ∑ _i : ι, b ^ 2 ^ m = Fintype.card ι * b ^ 2 ^ m := by simp
  linarith
```

## (h) Repeated squaring passes every threshold

**Task.** Let $0\le b<1$, $c>0$ and $d>0$. Show that some natural number $m$ satisfies
$$c\,b^{2^m}<d.$$

**Solution.** The powers $b^m$ tend to 0, so some $m$ has $b^m<d/c$. Since $2^m>m$ and $0\le b<1$, also $b^{2^m}\le b^m$. Multiplying by $c$ gives the claim.

```lean
/-- Repeated squaring brings a number `b` with `0 ≤ b < 1`, times a positive constant `c`,
below any positive threshold `d`. -/
theorem exists_run_length {b c d : ℝ} (hc : 0 < c) (hd : 0 < d) (h0 : 0 ≤ b) (h1 : b < 1) :
    ∃ m : ℕ, c * b ^ 2 ^ m < d := by
  obtain ⟨m, hm⟩ := exists_pow_lt_of_lt_one (div_pos hd hc) h1
  have h2 : b ^ 2 ^ m ≤ b ^ m := pow_le_pow_of_le_one h0 h1.le Nat.lt_two_pow_self.le
  have h3 := (lt_div_iff₀ hc).1 (h2.trans_lt hm)
  exact ⟨m, by linarith⟩
```

## (i) Both kinds of step keep returning

**Task.** Let $0<N<n$. Show that
$$\forall K\ \exists k\ge K:\ \text{step } k \text{ squares},\qquad \forall K\ \exists k\ge K:\ \text{step } k \text{ fills}.$$

**Solution.** Suppose that no step from $K$ on squares. By (b) and (c) all of them fill. Let $b$ be the largest hole occupation at step $K$. It exists because there are finitely many levels, and $0<b<1$ by (a). Part (h) with $c=n$ and $d=n-N$ gives an $m$ with $n\,b^{2^m}<n-N$, while (g) gives $n-N<n\,b^{2^m}$. This is a contradiction.

Suppose instead that no step from $K$ on fills. Then all of them square. Let $b$ be the largest occupation at step $K$, again below 1. Part (h) with $c=n$ and $d=N$ gives $n\,b^{2^m}<N$, against $N\le n\,b^{2^m}$ from (f).

For purification with a fixed one-electron Hamiltonian and a finite basis, this means that, in exact arithmetic and without truncation, the iteration always returns to both polynomials, however close to a projector it has come. An actual run stops after finitely many steps and may end before the next change of polynomial. The theorem makes no statement about convergence: it allows a non-integer $N$, which is the trace of no projector.

The strict upper limit on the initial occupations matters. Take two levels with occupations $1$ and $\tfrac12$ and target $N=1$. The first stays at 1, the sum stays above 1, and the rule squares forever. The theorem would thus fail if $x_i=1$ were allowed. Such an occupation arises when $\varepsilon_{\min}$ equals the lowest eigenvalue of $H$.

The Lean proof obtains $n\ge1$ from $0<N<n$, so it needs no separate assumption. `hF` and `hS` are the two endless runs, `Finite.exists_max` picks the level that defines $b$, and `linarith` combines the opposing inequalities.

```lean
/-- For `n` levels with initial occupations strictly between 0 and 1 and a real target
`0 < N < n`, squaring steps and filling steps both occur infinitely often. -/
theorem both_steps_infinitely_often (hx : ∀ i, 0 < x i ∧ x i < 1)
    (h0 : 0 < N) (hn : N < Fintype.card ι) :
    (∀ K, ∃ k ≥ K, IsSquaring N x k) ∧ (∀ K, ∃ k ≥ K, IsFilling N x k) := by
  have hc : (0 : ℝ) < Fintype.card ι := h0.trans hn
  have : Nonempty ι := Fintype.card_pos_iff.1 (by exact_mod_cast hc)
  constructor
  · intro K
    by_contra hK
    -- without squarings after step K, all later steps fill, and the holes die out
    have hF : ∀ j, IsFilling N x (K + j) := fun j => (isFilling_iff hx _).2
      (not_le.1 fun h => hK ⟨K + j, Nat.le_add_right K j, (isSquaring_iff hx _).2 h⟩)
    obtain ⟨i, hi⟩ := Finite.exists_max (fun i => 1 - sp2 N x K i)
    obtain ⟨p0, p1⟩ := occupation_mem N hx K i
    obtain ⟨m, hm⟩ := exists_run_length (b := 1 - sp2 N x K i) hc (sub_pos.2 hn)
      (by linarith) (by linarith)
    have hb := filling_run_bound (b := 1 - sp2 N x K i) (m := m) hx hi (fun j _ => hF j)
    linarith
  · intro K
    by_contra hK
    -- without fillings after step K, all later steps square, and the occupations die out
    have hS : ∀ j, IsSquaring N x (K + j) := fun j => (isSquaring_iff hx _).2
      (not_lt.1 fun h => hK ⟨K + j, Nat.le_add_right K j, (isFilling_iff hx _).2 h⟩)
    obtain ⟨i, hi⟩ := Finite.exists_max (fun i => sp2 N x K i)
    obtain ⟨p0, p1⟩ := occupation_mem N hx K i
    obtain ⟨m, hm⟩ := exists_run_length (b := sp2 N x K i) hc h0 p0.le p1
    have hb := squaring_run_bound (b := sp2 N x K i) (m := m) hx hi (fun j _ => hS j)
    linarith
```

## (j) What one step of each kind reveals about the target

**Task.** Let $n\ge1$, and let $N$ now be any real number. Suppose that some step $k$ squares and some step $l$ fills, in either order. Show that
$$0<N<n.$$

**Solution.** By (a), every trace lies strictly between 0 and $n$. The filling step gives $0<S_l<N$ by (c), and the squaring step gives $N\le S_k<n$ by (b).

Hence, for a target outside this range, only one of the two polynomials is ever applied. In the code, `hpos` and `hlt` are the two strict limits on the trace.

```lean
/-- Conversely, for `n ≥ 1` levels with initial occupations strictly between 0 and 1, one
squaring step and one filling step in the same iteration imply `0 < N < n`. -/
theorem target_of_both_steps [Nonempty ι] (hx : ∀ i, 0 < x i ∧ x i < 1) {k l : ℕ}
    (hk : IsSquaring N x k) (hl : IsFilling N x l) : 0 < N ∧ N < Fintype.card ι := by
  constructor
  · have hpos : 0 < ∑ i, sp2 N x l i :=
      Finset.sum_pos (fun i _ => (occupation_mem N hx l i).1) Finset.univ_nonempty
    exact hpos.trans ((isFilling_iff hx l).1 hl)
  · have hlt : ∑ i, sp2 N x k i < ∑ _i : ι, (1 : ℝ) :=
      Finset.sum_lt_sum_of_nonempty Finset.univ_nonempty
        (fun i _ => (occupation_mem N hx k i).2)
    have hcard : ∑ _i : ι, (1 : ℝ) = Fintype.card ι := by simp
    linarith [(isSquaring_iff hx k).1 hk]

end

end SP2TraceRule
```

```lean
#print axioms SP2TraceRule.occupation_mem
#print axioms SP2TraceRule.both_steps_infinitely_often
#print axioms SP2TraceRule.target_of_both_steps
```

```
'SP2TraceRule.occupation_mem' depends on axioms: [propext, Classical.choice, Quot.sound]
'SP2TraceRule.both_steps_infinitely_often' depends on axioms: [propext, Classical.choice, Quot.sound]
'SP2TraceRule.target_of_both_steps' depends on axioms: [propext, Classical.choice, Quot.sound]
```
